# The Laplacian of a product of two twice continuously differentiable scalar fields

The theorem `lap_mul` states that Δ(uv) = u Δv + 2 ∇u · ∇v + v Δu at every point of ℝᵈ, where d is finite. The fields u and v are real-valued and twice continuously differentiable on the whole space; nothing else is assumed of them. The proof applies the product rule twice along each coordinate, which gives the second partial derivative of uv as the hypothesis `h`. It then sums these identities over the coordinates and regroups the terms into Laplacians and a dot product of gradients.

As first written in Lean, the proof fails:

```lean
import Mathlib

open Real Matrix

namespace SmoothDielectricPoisson

noncomputable section

variable {d : ℕ}

/-- The partial derivative of a scalar field along the `i`-th coordinate. -/
def pd (i : Fin d) (f : (Fin d → ℝ) → ℝ) (x : Fin d → ℝ) : ℝ :=
  fderiv ℝ f x (Pi.single i 1)

/-- The gradient of a scalar field. -/
def grad (f : (Fin d → ℝ) → ℝ) (x : Fin d → ℝ) : Fin d → ℝ := fun i => pd i f x

/-- The divergence of a vector field. -/
def divg (F : (Fin d → ℝ) → (Fin d → ℝ)) (x : Fin d → ℝ) : ℝ :=
  ∑ i, pd i (fun y => F y i) x

/-- The Laplacian, the divergence of the gradient. -/
def lap (f : (Fin d → ℝ) → ℝ) (x : Fin d → ℝ) : ℝ := divg (grad f) x

/-- The product rule for a partial derivative. -/
theorem pd_mul (i : Fin d) {f g : (Fin d → ℝ) → ℝ} {x : Fin d → ℝ}
    (hf : DifferentiableAt ℝ f x) (hg : DifferentiableAt ℝ g x) :
    pd i (fun y => f y * g y) x = f x * pd i g x + g x * pd i f x :=
  congrArg (fun L : (Fin d → ℝ) →L[ℝ] ℝ => L (Pi.single i 1))
    (hf.hasFDerivAt.mul hg.hasFDerivAt).fderiv

/-- The partial derivatives of a C² field are differentiable. -/
theorem pd_differentiable {f : (Fin d → ℝ) → ℝ} (hf : ContDiff ℝ 2 f) (i : Fin d) :
    Differentiable ℝ (pd i f) := by
  have h : Differentiable ℝ (fderiv ℝ f) :=
    (hf.fderiv_right (m := 1) (by norm_num)).differentiable (by norm_num)
  exact fun x => (h x).clm_apply (differentiableAt_const _)

/-- The Laplacian of a product: `Δ(uv) = u Δv + 2 ∇u · ∇v + v Δu`. -/
theorem lap_mul {u v : (Fin d → ℝ) → ℝ} (hu : ContDiff ℝ 2 u) (hv : ContDiff ℝ 2 v)
    (x : Fin d → ℝ) :
    lap (fun y => u y * v y) x
      = u x * lap v x + 2 * (grad u x ⬝ᵥ grad v x) + v x * lap u x := by
  have du : Differentiable ℝ u := hu.differentiable (by norm_num)
  have dv : Differentiable ℝ v := hv.differentiable (by norm_num)
  have h : ∀ i, pd i (pd i (fun y => u y * v y)) x
      = u x * pd i (pd i v) x + 2 * (pd i u x * pd i v x) + v x * pd i (pd i u) x := by
    intro i
    have e : pd i (fun y => u y * v y) = fun y => u y * pd i v y + v y * pd i u y :=
      funext fun y => pd_mul i (du y) (dv y)
    have A : DifferentiableAt ℝ (fun y => u y * pd i v y) x :=
      (du x).mul (pd_differentiable hv i x)
    have B : DifferentiableAt ℝ (fun y => v y * pd i u y) x :=
      (dv x).mul (pd_differentiable hu i x)
    have s : pd i (fun y => u y * pd i v y + v y * pd i u y) x
        = pd i (fun y => u y * pd i v y) x + pd i (fun y => v y * pd i u y) x :=
      congrArg (fun L : (Fin d → ℝ) →L[ℝ] ℝ => L (Pi.single i 1))
        (A.hasFDerivAt.add B.hasFDerivAt).fderiv
    rw [e, s, pd_mul i (du x) (pd_differentiable hv i x),
      pd_mul i (dv x) (pd_differentiable hu i x)]
    ring
  calc lap (fun y => u y * v y) x
      = ∑ i, (u x * pd i (pd i v) x + 2 * (pd i u x * pd i v x)
          + v x * pd i (pd i u) x) := Finset.sum_congr rfl fun i _ => h i
    _ = u x * lap v x + 2 * (grad u x ⬝ᵥ grad v x) + v x * lap u x := by
        simp only [Finset.sum_add_distrib, ← Finset.mul_sum]
        rfl

end

end SmoothDielectricPoisson
```

Compiling this gives:

```
Main.lean:64:38: error: Type mismatch
  Finset.sum_congr rfl fun i x => h i
has type
  ∑ i ∈ ?m.429, pd i (pd i fun y => u y * v y) x =
    ∑ i ∈ ?m.429, (u x * pd i (pd i v) x + 2 * (pd i u x * pd i v x) + v x * pd i (pd i u) x)
but is expected to have type
  lap (fun y => u y * v y) x = ∑ i, (u x * pd i (pd i v) x + 2 * (pd i u x * pd i v x) + v x * pd i (pd i u) x)
```

Diagnosis. The message says that `Finset.sum_congr` proves an equality between two sums, while the left side of the goal is `lap (fun y => u y * v y) x`. That Laplacian is a sum by definition, but the sum is hidden behind `lap` and `divg`. In the type Lean reports for the proof term, the index set is still the undetermined `?m.429`: Lean did not match the folded Laplacian with the sum and so fix that set. The mathematics in `h` is not at fault.

The repair first runs `unfold lap divg`, which turns the left side into an explicit sum over all coordinates. The same `Finset.sum_congr` term, now given by `exact`, then meets a sum on both sides, and the index set can be read off. The summands still differ in form, since the goal's contains `grad` where `h` has `pd i`, but these agree by the definition of `grad`, and Lean accepts them without a further rewrite.

Fix (accepted with no message):

```diff
@@ -62,5 +62,7 @@
   calc lap (fun y => u y * v y) x
       = ∑ i, (u x * pd i (pd i v) x + 2 * (pd i u x * pd i v x)
-          + v x * pd i (pd i u) x) := Finset.sum_congr rfl fun i _ => h i
+          + v x * pd i (pd i u) x) := by
+        unfold lap divg
+        exact Finset.sum_congr rfl fun i _ => h i
     _ = u x * lap v x + 2 * (grad u x ⬝ᵥ grad v x) + v x * lap u x := by
         simp only [Finset.sum_add_distrib, ← Finset.mul_sum]
```
